# Newtonian particles with zero total force and torque at all times keep their total momentum and total angular momentum, and their mass moment is affine in time

A force in mechanics can be a function of the positions of all particles, or it can be the force that each particle actually feels at time $t$ along its path. The formalisation takes the second view. Each particle $i$ has a mass $m_i$, a path $x_i(t)$ in $\mathbb R^3$ and a force $F_i(t)$, with $m_i x_i''(t) = F_i(t)$. No potential is needed, and the force may have any origin.

The two conditions on the forces are

$$\sum_i F_i(t) = 0, \qquad \sum_i x_i(t)\times F_i(t) = 0 \quad\text{for all } t.$$

They say that all forces together, internal and external, give no net push and no net twist about the origin. For forces derived from a potential, they follow from its invariance under common translations and rotations of all particles; here they are assumed directly, and later derived for one class of pair forces.

## Particles, paths and Newton's equation

```lean
import Mathlib

open Matrix

namespace NewtonianConservation

noncomputable section

variable {ι : Type*} [Fintype ι]
```

The type `ι` is the set of particle labels. `Fintype ι` says that it is finite, and it may have any size. Opening `Matrix` makes the cross product notation `⨯₃` available.

```lean
/-- Particles with masses `m i` follow twice differentiable paths `x i` in space and obey
Newton's equation with forces `F i t` at all times. -/
structure NewtonMotion (m : ι → ℝ) (F x : ι → ℝ → Fin 3 → ℝ) : Prop where
  diff_pos : ∀ i, Differentiable ℝ (x i)
  diff_vel : ∀ i, Differentiable ℝ (deriv (x i))
  newton : ∀ i t, m i • deriv (deriv (x i)) t = F i t
```

Read `x : ι → ℝ → Fin 3 → ℝ` from left to right: give a particle, then a time, then a component 0, 1 or 2, and get a real number. Thus `x i t` is the vector $x_i(t)$, and `•` multiplies a vector by a number.

`NewtonMotion m F x` is a statement about masses, forces and paths. It says that every position is differentiable, that every velocity is differentiable, and that $m_i x_i'' = F_i$ at every real time. The first two conditions matter because Lean's `deriv` returns zero wherever a function has no derivative.

The masses are arbitrary real numbers, with positive masses as the physical case. That a solution exists for all times is part of the hypothesis.

## The three totals

```lean
/-- The mass-weighted sum of the positions at time `t`. -/
def massMoment (m : ι → ℝ) (x : ι → ℝ → Fin 3 → ℝ) (t : ℝ) : Fin 3 → ℝ :=
  ∑ i, m i • x i t
```

This is the mass moment $M(t) = \sum_i m_i x_i(t)$. When the total mass is nonzero, dividing by it gives the centre of mass.

```lean
/-- The total momentum at time `t`. -/
def momentum (m : ι → ℝ) (x : ι → ℝ → Fin 3 → ℝ) (t : ℝ) : Fin 3 → ℝ :=
  ∑ i, m i • deriv (x i) t
```

This is the total momentum $P(t) = \sum_i m_i x_i'(t)$.

```lean
/-- The total angular momentum about the origin at time `t`. -/
def angularMomentum (m : ι → ℝ) (x : ι → ℝ → Fin 3 → ℝ) (t : ℝ) : Fin 3 → ℝ :=
  ∑ i, m i • (x i t ⨯₃ deriv (x i) t)
```

This is the total angular momentum about the origin, $L(t) = \sum_i m_i\, x_i(t)\times x_i'(t)$.

## Two facts from calculus

```lean
/-- The product rule for the cross product of two differentiable vector functions of time. -/
theorem hasDerivAt_cross {f g : ℝ → Fin 3 → ℝ} {f' g' : Fin 3 → ℝ} {t : ℝ}
    (hf : HasDerivAt f f' t) (hg : HasDerivAt g g' t) :
    HasDerivAt (fun s => f s ⨯₃ g s) (f' ⨯₃ g t + f t ⨯₃ g') t := by
  have hf' := hasDerivAt_pi.1 hf
  have hg' := hasDerivAt_pi.1 hg
  simp only [cross_apply]
  -- each component is a difference of two products
  rw [hasDerivAt_pi]
  intro k
  fin_cases k
  · exact (((hf' 1).fun_mul (hg' 2)).fun_sub ((hf' 2).fun_mul (hg' 1))).congr_deriv
      (by simp; ring)
  · exact (((hf' 2).fun_mul (hg' 0)).fun_sub ((hf' 0).fun_mul (hg' 2))).congr_deriv
      (by simp; ring)
  · exact (((hf' 0).fun_mul (hg' 1)).fun_sub ((hf' 1).fun_mul (hg' 0))).congr_deriv
      (by simp; ring)
```

`HasDerivAt f f' t` says that $f$ is differentiable at $t$ with derivative $f'$. The theorem is the product rule

$$(f\times g)' = f'\times g + f\times g'.$$

By hand, take component 0, which is $f_1 g_2 - f_2 g_1$. Its derivative is

$$f_1' g_2 + f_1 g_2' - f_2' g_1 - f_2 g_1' = (f_1' g_2 - f_2' g_1) + (f_1 g_2' - f_2 g_1').$$

The two brackets are component 0 of $f'\times g$ and of $f\times g'$. The other components follow cyclically. In Lean, `fin_cases k` separates the three components, the ordinary product rule differentiates each one, and `ring` regroups the terms.

```lean
/-- A differentiable vector function of time keeps its initial value exactly when its rate of
change vanishes at all times. -/
theorem conserved_iff_rate_zero {f f' : ℝ → Fin 3 → ℝ} (h : ∀ t, HasDerivAt f (f' t) t) :
    (∀ t, f t = f 0) ↔ ∀ t, f' t = 0 := by
  constructor
  · intro hc t
    have h0 : HasDerivAt f 0 t := by
      have e : f = fun _ => f 0 := funext hc
      rw [e]
      exact hasDerivAt_const t _
    exact (h t).unique h0
  · intro hz t
    exact is_const_of_deriv_eq_zero (fun s => (h s).differentiableAt)
      (fun s => (h s).deriv.trans (hz s)) t 0
```

A differentiable vector function satisfies $f(t) = f(0)$ for all $t$ exactly when its derivative is zero for all $t$. If $f$ is constant, then zero is a derivative of $f$, and derivatives are unique. Conversely, a function on the whole real line with zero derivative everywhere is constant. The two bullets of the proof are these two directions.

## Force and torque as rates of change

```lean
/-- For particles obeying Newton's equation, the rate of change of the total momentum is the total
force. -/
theorem momentum_balance {m : ι → ℝ} {F x : ι → ℝ → Fin 3 → ℝ}
    (hx : NewtonMotion m F x) (t : ℝ) :
    HasDerivAt (momentum m x) (∑ i, F i t) t := by
  have h : HasDerivAt (fun s => ∑ i, m i • deriv (x i) s)
      (∑ i, m i • deriv (deriv (x i)) t) t :=
    HasDerivAt.fun_sum fun i _ => (hx.diff_vel i t).hasDerivAt.const_smul (m i)
  exact h.congr_deriv (Finset.sum_congr rfl fun i _ => hx.newton i t)
```

Differentiate the finite sum term by term and insert Newton's equation:

$$P'(t) = \sum_i m_i x_i''(t) = \sum_i F_i(t).$$

The first part of the proof is the differentiation, and `hx.newton i t` is the substitution.

```lean
/-- For particles obeying Newton's equation, the rate of change of the total angular momentum is the
total torque, both taken about the origin. -/
theorem angularMomentum_balance {m : ι → ℝ} {F x : ι → ℝ → Fin 3 → ℝ}
    (hx : NewtonMotion m F x) (t : ℝ) :
    HasDerivAt (angularMomentum m x) (∑ i, x i t ⨯₃ F i t) t := by
  have h : HasDerivAt (fun s => ∑ i, m i • (x i s ⨯₃ deriv (x i) s))
      (∑ i, m i • (deriv (x i) t ⨯₃ deriv (x i) t + x i t ⨯₃ deriv (deriv (x i)) t)) t :=
    HasDerivAt.fun_sum fun i _ =>
      (hasDerivAt_cross (hx.diff_pos i t).hasDerivAt
        (hx.diff_vel i t).hasDerivAt).const_smul (m i)
  refine h.congr_deriv (Finset.sum_congr rfl fun i _ => ?_)
  -- velocity is parallel to itself, so only the torque remains
  rw [cross_self, zero_add, ← hx.newton i t, map_smul]
```

The product rule gives

$$L' = \sum_i m_i\,(x_i'\times x_i' + x_i\times x_i'') = \sum_i x_i\times (m_i x_i'') = \sum_i x_i\times F_i.$$

The term $x_i'\times x_i'$ vanishes because a vector is parallel to itself; this is `cross_self`. The step `map_smul` moves the mass through the cross product.

## Conservation from balance

```lean
/-- For particles obeying Newton's equation, total momentum is constant exactly when the total
force vanishes at all times, and total angular momentum is constant exactly when the total
torque does. -/
theorem conserved_iff_balanced {m : ι → ℝ} {F x : ι → ℝ → Fin 3 → ℝ}
    (hx : NewtonMotion m F x) :
    ((∀ t, momentum m x t = momentum m x 0) ↔ ∀ t, ∑ i, F i t = 0) ∧
    ((∀ t, angularMomentum m x t = angularMomentum m x 0) ↔
      ∀ t, ∑ i, x i t ⨯₃ F i t = 0) :=
  ⟨conserved_iff_rate_zero (momentum_balance hx),
    conserved_iff_rate_zero (angularMomentum_balance hx)⟩
```

For particles that obey Newton's equation, $P$ is constant if and only if the total force vanishes at all times, and $L$ is constant if and only if the total torque does. Each half applies the criterion for constancy to one of the two balance laws. The equivalence also works backwards: if the total momentum never changes, then the total force is zero at every time.

```lean
/-- If particles obey Newton's equation and the total force and total torque vanish at all
times, then total momentum and angular momentum are constant, and the mass-weighted sum of
positions is affine in time with the total momentum as its slope. -/
theorem conservation_laws {m : ι → ℝ} {F x : ι → ℝ → Fin 3 → ℝ}
    (hx : NewtonMotion m F x) (hF : ∀ t, ∑ i, F i t = 0)
    (hT : ∀ t, ∑ i, x i t ⨯₃ F i t = 0) :
    (∀ t, momentum m x t = momentum m x 0) ∧
    (∀ t, angularMomentum m x t = angularMomentum m x 0) ∧
    (∀ t, massMoment m x t = massMoment m x 0 + t • momentum m x 0) := by
  have hP := (conserved_iff_balanced hx).1.2 hF
  refine ⟨hP, (conserved_iff_balanced hx).2.2 hT, fun t => ?_⟩
  have hM : ∀ s, HasDerivAt (massMoment m x) (momentum m x s) s := fun s => by
    have h : HasDerivAt (fun r => ∑ i, m i • x i r) (∑ i, m i • deriv (x i) s) s :=
      HasDerivAt.fun_sum fun i _ => (hx.diff_pos i s).hasDerivAt.const_smul (m i)
    exact h
  -- after removal of the uniform drift nothing moves
  have hD : ∀ s, HasDerivAt (fun r => massMoment m x r - r • momentum m x 0)
      (momentum m x s - (1 : ℝ) • momentum m x 0) s := fun s =>
    (hM s).fun_sub ((hasDerivAt_id' s).smul_const (momentum m x 0))
  have hc := (conserved_iff_rate_zero hD).2 (fun s => by rw [hP s, one_smul, sub_self]) t
  simp only [zero_smul, sub_zero] at hc
  rw [← hc, sub_add_cancel]
```

The hypotheses `hF` and `hT` are the two balance conditions. The conclusions are

$$P(t) = P(0), \qquad L(t) = L(0), \qquad M(t) = M(0) + t\,P(0).$$

The first two come from the preceding theorem. For the third, differentiate the mass moment to get $M'(t) = P(t)$, and define $D(t) = M(t) - t\,P(0)$. Then

$$D'(t) = P(t) - P(0) = 0,$$

so $D(t) = D(0) = M(0)$, which is the claim after $t\,P(0)$ is added back. In the proof, `hM` is the derivative of $M$, `hD` is the derivative of $D$, and `hc` is the constancy of $D$. The torque condition enters only the conclusion about $L$.

For molecular dynamics of an isolated cluster whose forces satisfy the two conditions, these laws are among those against which a trajectory can be compared; the theorem concerns exact classical solutions in open space, not time-stepped trajectories or periodic boxes.

## Pair forces along the joining lines

```lean
/-- Pairwise vector contributions that change sign when the two particles are exchanged add up
to zero. -/
theorem sum_pair_eq_zero (A : ι → ι → Fin 3 → ℝ) (h : ∀ i j, A i j = -A j i) :
    ∑ i, ∑ j, A i j = 0 := by
  have e : ∑ i, ∑ j, A i j = -∑ i, ∑ j, A i j := by
    calc ∑ i, ∑ j, A i j = ∑ i, ∑ j, -A j i :=
          Finset.sum_congr rfl fun i _ => Finset.sum_congr rfl fun j _ => h i j
      _ = -∑ i, ∑ j, A j i := by simp only [Finset.sum_neg_distrib]
      _ = -∑ i, ∑ j, A i j := by rw [Finset.sum_comm]
  ext c
  have hc := congrFun e c
  rw [Pi.neg_apply] at hc
  rw [Pi.zero_apply]
  linarith
```

Let $A_{ij}$ be vectors with $A_{ij} = -A_{ji}$, and let $S = \sum_i\sum_j A_{ij}$. Then

$$S = -\sum_i\sum_j A_{ji} = -\sum_i\sum_j A_{ij} = -S,$$

where the middle step exchanges the order of summation. Hence $S = 0$. Lean does the exchange with `Finset.sum_comm` and finishes in each component with `linarith`.

```lean
/-- If particles obey Newton's equation and the only forces are pair forces along their joining
lines, with coefficients symmetric in the two particles, then total momentum and angular momentum
are constant, and the mass-weighted sum of positions is affine in time with the total momentum as
its slope. -/
theorem central_pair_forces {m : ι → ℝ} {x : ι → ℝ → Fin 3 → ℝ} {k : ι → ι → ℝ → ℝ}
    (hk : ∀ i j t, k i j t = k j i t)
    (hx : NewtonMotion m (fun i t => ∑ j, k i j t • (x i t - x j t)) x) :
    (∀ t, momentum m x t = momentum m x 0) ∧
    (∀ t, angularMomentum m x t = angularMomentum m x 0) ∧
    (∀ t, massMoment m x t = massMoment m x 0 + t • momentum m x 0) := by
  -- action and reaction cancel
  have hF : ∀ t, ∑ i, ∑ j, k i j t • (x i t - x j t) = 0 := fun t =>
    sum_pair_eq_zero _ fun i j => by
      rw [hk i j t]
      module
  -- the two torques of each pair cancel because the force is along the joining line
  have hT : ∀ t, ∑ i, x i t ⨯₃ (∑ j, k i j t • (x i t - x j t)) = 0 := fun t => by
    simp only [map_sum]
    refine sum_pair_eq_zero (fun i j => x i t ⨯₃ (k i j t • (x i t - x j t))) fun i j => ?_
    simp only [hk i j t]
    ext c
    fin_cases c <;> simp [cross_apply] <;> ring
  exact conservation_laws hx hF hT

end

end NewtonianConservation
```

The force on particle $i$ is now

$$F_i(t) = \sum_j k_{ij}(t)\,\bigl(x_i(t) - x_j(t)\bigr), \qquad k_{ij}(t) = k_{ji}(t).$$

A positive coefficient means repulsion and a negative one attraction. For a pair potential $V(r)$ and separated particles, $k_{ij} = -V'(r_{ij})/r_{ij}$ at the current distance $r_{ij}$. The coefficients may depend on time in any way compatible with the motion.

Both balance conditions now follow. The force terms change sign when $i$ and $j$ are exchanged, because $k_{ij}$ is symmetric and $x_i - x_j$ is antisymmetric. For the torques,

$$x_i\times k_{ij}(x_i - x_j) = -k_{ij}\,x_i\times x_j,$$

which also changes sign under the exchange. The preceding lemma makes both double sums zero; these are `hF` and `hT` in the proof. The main theorem then gives all three conclusions.

```lean
#print axioms NewtonianConservation.central_pair_forces
```

```
'NewtonianConservation.central_pair_forces' depends on axioms: [propext, Classical.choice, Quot.sound]
```

## Two particles circling and drifting

Take particles $a$ and $b$ with masses $m_a = 1$ and $m_b = 2$ and the constant coefficient $k_{ab} = k_{ba} = -\tfrac23$, an attractive spring of zero rest length. Let

$$x_a = (2\cos t,\ 2\sin t,\ t), \qquad x_b = (-\cos t,\ -\sin t,\ t).$$

The separation is $x_a - x_b = (3\cos t, 3\sin t, 0)$, so the force on $a$ is $(-2\cos t, -2\sin t, 0)$, which equals $m_a x_a''$. The force on $b$ is the opposite vector, which equals $m_b x_b''$.

The momenta add up to

$$P = (-2\sin t,\ 2\cos t,\ 1) + 2\,(\sin t,\ -\cos t,\ 1) = (0,0,3),$$

and the mass moment is $M = (0,0,3t)$, as predicted from $M(0) = 0$. The angular momenta of the particles are

$$L_a = (2\sin t - 2t\cos t,\ -2\cos t - 2t\sin t,\ 4),$$
$$L_b = (-2\sin t + 2t\cos t,\ 2\cos t + 2t\sin t,\ 2).$$

Each changes with time, while their sum stays at $(0,0,6)$.
